# Layer gaps in the diamond structure for coprime Miller indices

For coprime Miller indices $(hkl)$ of the cubic cell, the atomic layers of diamond lie at heights $hx+ky+lz$ whose successive gaps alternate between $1/4$ and $3/4$ if $h,k,l$ are all odd. Otherwise the gap is uniform: $1/4$ if $h+k+l$ is odd, $1/2$ if it is even.

Coordinates are in units of the cubic edge $a_0$, so a height is dimensionless. A gap $\Delta$ in height is a distance $a_0\Delta/\sqrt{h^2+k^2+l^2}$, a conversion left to the reader. For slab models in electronic-structure work, the gaps show where an ideal, unrelaxed crystal can be cut; a real surface may relax or reconstruct.

```lean
import Mathlib

noncomputable section

namespace DiamondLayers
```

The fcc sites are halved integer triples with even sum.

```lean
/-- The fcc sites in units of the cubic edge: halved integer triples with even sum. -/
def fcc : Set (Fin 3 → ℝ) :=
  {x | ∃ a b c : ℤ, Even (a + b + c) ∧ x = ![(a : ℝ) / 2, (b : ℝ) / 2, (c : ℝ) / 2]}
```

The second sublattice is displaced by a quarter of the body diagonal.

```lean
/-- The vector (1/4, 1/4, 1/4) from one sublattice of diamond to the other. -/
def basisShift : Fin 3 → ℝ := fun _ => 1 / 4
```

Diamond is the union of the two, infinite and without defects.

```lean
/-- The diamond sites: the fcc sites together with their copy moved by `basisShift`. -/
def diamond : Set (Fin 3 → ℝ) := fcc ∪ (fun y => y + basisShift) '' fcc
```

The height is a real number, and `layers` is the set of occupied heights, not of planes.

```lean
/-- The height `h x + k y + l z` of a point above the plane (hkl) through the origin. -/
def height (h k l : ℤ) (x : Fin 3 → ℝ) : ℝ := h * x 0 + k * x 1 + l * x 2

/-- The heights at which the planes (hkl) carry atoms of the diamond structure. -/
def layers (h k l : ℤ) : Set ℝ := height h k l '' diamond
```

`Consecutive S t t'` says that $t<t'$ are both in $S$ with nothing of $S$ between them.

```lean
/-- `t'` is the next layer above `t`: both are occupied and no layer lies between them. -/
def Consecutive (S : Set ℝ) (t t' : ℝ) : Prop :=
  t ∈ S ∧ t' ∈ S ∧ t < t' ∧ ∀ u ∈ S, ¬ (t < u ∧ u < t')
```

Below, $s=h+k+l$ and $N=ha+kb+lc$ for integers $a,b,c$. From (d) on, the indices $h,k,l$ are coprime.

## (a) Height of an fcc site

Show that $(a/2,b/2,c/2)$ has height $2N/4$.

**Solution.** $h\frac a2+k\frac b2+l\frac c2=\frac N2=\frac{2N}4$. In Lean, `push_cast` moves the integers into the reals and `ring` finishes.

```lean
variable {h k l : ℤ}

/-- The height of the point (a/2, b/2, c/2), counted in quarters. -/
theorem height_fcc (a b c : ℤ) :
    height h k l ![(a : ℝ) / 2, (b : ℝ) / 2, (c : ℝ) / 2]
      = ((2 * (h * a + k * b + l * c) : ℤ) : ℝ) / 4 := by
  change (h : ℝ) * (a / 2) + k * (b / 2) + l * (c / 2) = _
  push_cast
  ring
```

## (b) Height of a displaced site

Show that the displacement changes this height to $(2N+s)/4$.

**Solution.** Each coordinate gains $1/4$, which adds $(h+k+l)/4=s/4$.

```lean
/-- The height, counted in quarters, of the point (a/2, b/2, c/2) moved by (1/4, 1/4, 1/4): the term
h + k + l comes from the move. -/
theorem height_shift (a b c : ℤ) :
    height h k l (![(a : ℝ) / 2, (b : ℝ) / 2, (c : ℝ) / 2] + basisShift)
      = ((2 * (h * a + k * b + l * c) + (h + k + l) : ℤ) : ℝ) / 4 := by
  change (h : ℝ) * (a / 2 + 1 / 4) + k * (b / 2 + 1 / 4) + l * (c / 2 + 1 / 4) = _
  push_cast
  ring
```

## (c) Layers as integers

Show that $t$ is a layer exactly when $t=m/4$ with $m=2N$ or $m=2N+s$ for some $a,b,c$ of even sum.

**Solution.** A site is in one sublattice or the other, so (a) or (b) gives its height. Conversely, each such $m$ names a site. The two `rintro` branches are these directions.

```lean
lemma mem_layers_iff {t : ℝ} : t ∈ layers h k l ↔ ∃ m : ℤ, t = (m : ℝ) / 4 ∧
    ∃ a b c : ℤ, Even (a + b + c) ∧ (m = 2 * (h * a + k * b + l * c) ∨
      m = 2 * (h * a + k * b + l * c) + (h + k + l)) := by
  constructor
  · rintro ⟨x, hx, rfl⟩
    rcases hx with ⟨a, b, c, he, rfl⟩ | ⟨y, ⟨a, b, c, he, rfl⟩, rfl⟩
    · exact ⟨_, height_fcc a b c, a, b, c, he, Or.inl rfl⟩
    · exact ⟨_, height_shift a b c, a, b, c, he, Or.inr rfl⟩
  · rintro ⟨m, rfl, a, b, c, he, rfl | rfl⟩
    · exact ⟨_, Or.inl ⟨a, b, c, he, rfl⟩, height_fcc a b c⟩
    · exact ⟨_, Or.inr ⟨_, ⟨a, b, c, he, rfl⟩, rfl⟩, height_shift a b c⟩
```

## (d) Bézout for three indices

For coprime indices, find integers with $hu+kv+lw=1$.

**Solution.** Let $g=\gcd(h,k)=h\alpha+k\beta$. As $\gcd(g,l)=1$, also $g\gamma+l\delta=1$. Take $u=\alpha\gamma$, $v=\beta\gamma$, $w=\delta$.

```lean
lemma exists_bezout (hc : Int.gcd (Int.gcd h k) l = 1) :
    ∃ u v w : ℤ, h * u + k * v + l * w = 1 := by
  have h1 := Int.gcd_eq_gcd_ab h k
  have h2 := Int.gcd_eq_gcd_ab (Int.gcd h k) l
  rw [hc, Nat.cast_one] at h2
  refine ⟨Int.gcdA h k * Int.gcdA (Int.gcd h k) l,
    Int.gcdB h k * Int.gcdA (Int.gcd h k) l, Int.gcdB (Int.gcd h k) l, ?_⟩
  linear_combination -h2 - Int.gcdA (Int.gcd h k) l * h1
```

## (e) Correcting the parity

If the coprime indices are not all odd, solve $ha+kb+lc=m$ with $a+b+c$ even, for any integer $m$.

**Solution.** First find $(p,q,r)$ with $hp+kq+lr=0$ and odd sum. If $k-h$ is odd, take $(k,-h,0)$; if $l-k$ is odd, take $(0,l,-k)$. Otherwise the indices share one parity and are all even, contradicting (d). Now use $m(u,v,w)$ if $u+v+w$ is even, and $m(u+p,v+q,w+r)$ if it is odd.

```lean
lemma exists_even_sum (hc : Int.gcd (Int.gcd h k) l = 1)
    (hmix : ¬ (Odd h ∧ Odd k ∧ Odd l)) (m : ℤ) :
    ∃ a b c : ℤ, Even (a + b + c) ∧ h * a + k * b + l * c = m := by
  obtain ⟨u, v, w, hb⟩ := exists_bezout hc
  -- an in-plane integer vector with odd coordinate sum
  have key : ∃ p q r : ℤ, Odd (p + q + r) ∧ h * p + k * q + l * r = 0 := by
    by_cases h1 : Odd (k - h)
    · exact ⟨k, -h, 0, by rw [Int.odd_iff] at h1 ⊢; omega, by ring⟩
    by_cases h2 : Odd (l - k)
    · exact ⟨0, l, -k, by rw [Int.odd_iff] at h2 ⊢; omega, by ring⟩
    -- otherwise all indices are even, which coprimality forbids
    exfalso
    simp only [Int.odd_iff] at hmix h1 h2
    obtain ⟨h', eh⟩ : ∃ h', h = 2 * h' := ⟨h / 2, by omega⟩
    obtain ⟨k', ek⟩ : ∃ k', k = 2 * k' := ⟨k / 2, by omega⟩
    obtain ⟨l', el⟩ : ∃ l', l = 2 * l' := ⟨l / 2, by omega⟩
    have h3 : 2 * (h' * u + k' * v + l' * w) = 1 := by
      linear_combination hb - u * eh - v * ek - w * el
    omega
  obtain ⟨p, q, r, hp, hz⟩ := key
  rcases Int.even_or_odd (u + v + w) with he | ho
  · refine ⟨m * u, m * v, m * w, ?_, by linear_combination m * hb⟩
    rw [show m * u + m * v + m * w = m * (u + v + w) by ring]
    exact he.mul_left m
  · refine ⟨m * (u + p), m * (v + q), m * (w + r), ?_, by linear_combination m * hb + m * hz⟩
    rw [show m * (u + p) + m * (v + q) + m * (w + r)
      = m * ((u + v + w) + (p + q + r)) by ring]
    exact (ho.add_odd hp).mul_left m
```

## (f) All indices odd

Show that the layers are the $m/4$ with $m\equiv0$ or $m\equiv s \pmod 4$.

**Solution.** Write $h=2h'+1$, $k=2k'+1$, $l=2l'+1$. Then $N=2(h'a+k'b+l'c)+(a+b+c)$ is even, so $4\mid 2N$. Conversely, the triple $2q(u,v,w)$ has even sum and gives $2N=4q$. `linear_combination` checks both identities.

```lean
/-- For coprime, all odd indices the layers lie at the integers and at the integers
shifted by (h + k + l)/4. -/
theorem layers_all_odd (hc : Int.gcd (Int.gcd h k) l = 1)
    (hodd : Odd h ∧ Odd k ∧ Odd l) (t : ℝ) :
    t ∈ layers h k l ↔ ∃ m : ℤ, t = (m : ℝ) / 4 ∧ (4 ∣ m ∨ 4 ∣ m - (h + k + l)) := by
  rw [mem_layers_iff]
  constructor
  · rintro ⟨m, ht, a, b, c, ⟨e, he⟩, hm⟩
    obtain ⟨⟨h', eh⟩, ⟨k', ek⟩, ⟨l', el⟩⟩ := hodd
    have hq : h * a + k * b + l * c = 2 * (h' * a + k' * b + l' * c + e) := by
      linear_combination a * eh + b * ek + c * el + he
    refine ⟨m, ht, ?_⟩
    rcases hm with hm | hm
    · exact Or.inl ⟨h' * a + k' * b + l' * c + e, by linear_combination hm + 2 * hq⟩
    · exact Or.inr ⟨h' * a + k' * b + l' * c + e, by linear_combination hm + 2 * hq⟩
  · obtain ⟨u, v, w, hb⟩ := exists_bezout hc
    rintro ⟨m, ht, ⟨q, hq⟩ | ⟨q, hq⟩⟩
    · refine ⟨m, ht, 2 * q * u, 2 * q * v, 2 * q * w,
        ⟨q * u + q * v + q * w, by ring⟩, Or.inl ?_⟩
      linear_combination hq - 4 * q * hb
    · refine ⟨m, ht, 2 * q * u, 2 * q * v, 2 * q * w,
        ⟨q * u + q * v + q * w, by ring⟩, Or.inr ?_⟩
      linear_combination hq - 4 * q * hb
```

## (g) Indices not all odd

Show that the condition becomes $m\equiv0$ or $m\equiv s\pmod 2$.

**Solution.** Necessity is clear from (c). For sufficiency, (e) supplies an even-sum triple with $N=q$, hence $2N=2q$, for every $q$.

```lean
/-- For coprime indices that are not all odd the layers lie, for integer `n`, at the heights `n/2`
and at these shifted by (h + k + l)/4. -/
theorem layers_mixed (hc : Int.gcd (Int.gcd h k) l = 1)
    (hmix : ¬ (Odd h ∧ Odd k ∧ Odd l)) (t : ℝ) :
    t ∈ layers h k l ↔ ∃ m : ℤ, t = (m : ℝ) / 4 ∧ (2 ∣ m ∨ 2 ∣ m - (h + k + l)) := by
  rw [mem_layers_iff]
  constructor
  · rintro ⟨m, ht, a, b, c, -, hm | hm⟩
    · exact ⟨m, ht, Or.inl ⟨_, hm⟩⟩
    · exact ⟨m, ht, Or.inr ⟨h * a + k * b + l * c, by linear_combination hm⟩⟩
  · rintro ⟨m, ht, ⟨q, hq⟩ | ⟨q, hq⟩⟩ <;>
      obtain ⟨a, b, c, he, hv⟩ := exists_even_sum hc hmix q
    · exact ⟨m, ht, a, b, c, he, Or.inl (by linear_combination hq - 2 * hv)⟩
    · exact ⟨m, ht, a, b, c, he, Or.inr (by linear_combination hq - 2 * hv)⟩
```

## (h) From integers to neighbouring layers

Let $S$ consist of the $m/4$ with $m$ satisfying a condition $P$. Show that $m/4$ and $n/4$ are consecutive if $m<n$ satisfy $P$ and no integer between them does.

**Solution.** A layer between them would be $j/4$ with $P(j)$ and $m<j<n$, which is excluded.

```lean
lemma consecutive_of_quarters {S : Set ℝ} {P : ℤ → Prop}
    (hS : ∀ t, t ∈ S ↔ ∃ m : ℤ, t = (m : ℝ) / 4 ∧ P m) (m n : ℤ) {t t' : ℝ}
    (ht : t = (m : ℝ) / 4) (ht' : t' = (n : ℝ) / 4) (hm : P m) (hn : P n) (hmn : m < n)
    (hgap : ∀ j, m < j → j < n → ¬ P j) : Consecutive S t t' := by
  subst ht ht'
  have hlt : (m : ℝ) < n := by exact_mod_cast hmn
  refine ⟨(hS _).2 ⟨m, rfl, hm⟩, (hS _).2 ⟨n, rfl, hn⟩, by linarith, ?_⟩
  rintro u hu ⟨h1, h2⟩
  obtain ⟨j, rfl, hj⟩ := (hS u).1 hu
  have h3 : (m : ℝ) < j := by linarith
  have h4 : (j : ℝ) < n := by linarith
  exact hgap j (by exact_mod_cast h3) (by exact_mod_cast h4) hj
```

## (i) The gaps

Starting from any layer $t$, show that the next two are $t+\frac14,\,t+1$ or $t+\frac34,\,t+1$ for all-odd indices, and that otherwise the next is $t+\frac14$ or $t+\frac12$ as $s$ is odd or even.

**Solution.** If all indices are odd, $s$ is odd, so (f) allows two residues modulo 4 that differ by 1 or 3. From an allowed $m$, the next is $m+1$ or $m+3$, then $m+4$. Otherwise (g) allows every integer for odd $s$ and only even ones for even $s$. Even $s$ already rules out three odd indices. `omega` does this arithmetic, and (h) turns it into gaps.

```lean
/-- Layer gaps of diamond for coprime (hkl): alternately 1/4 and 3/4 if all indices are odd;
otherwise uniformly 1/4 if h + k + l is odd, and uniformly 1/2 if h + k + l is even. -/
theorem diamond_layer_gaps (hc : Int.gcd (Int.gcd h k) l = 1) :
    (Odd h ∧ Odd k ∧ Odd l → ∀ t ∈ layers h k l,
      (Consecutive (layers h k l) t (t + 1 / 4) ∧
        Consecutive (layers h k l) (t + 1 / 4) (t + 1)) ∨
      (Consecutive (layers h k l) t (t + 3 / 4) ∧
        Consecutive (layers h k l) (t + 3 / 4) (t + 1))) ∧
    (¬ (Odd h ∧ Odd k ∧ Odd l) → Odd (h + k + l) →
      ∀ t ∈ layers h k l, Consecutive (layers h k l) t (t + 1 / 4)) ∧
    (Even (h + k + l) →
      ∀ t ∈ layers h k l, Consecutive (layers h k l) t (t + 1 / 2)) := by
  refine ⟨fun hodd t ht => ?_, fun hmix hs t ht => ?_, fun hs t ht => ?_⟩
  · have hS := layers_all_odd hc hodd
    obtain ⟨m, rfl, hm⟩ := (hS t).1 ht
    simp only [Int.odd_iff] at hodd
    -- the other sublattice sits one or three quarters higher
    have hcase : (4 ∣ m + 1 ∨ 4 ∣ m + 1 - (h + k + l)) ∨
        (4 ∣ m + 3 ∨ 4 ∣ m + 3 - (h + k + l)) := by omega
    rcases hcase with h1 | h1
    · left
      constructor
      · exact consecutive_of_quarters hS m (m + 1) rfl (by push_cast; ring) hm h1
          (by omega) (by intro j _ _; omega)
      · exact consecutive_of_quarters hS (m + 1) (m + 4) (by push_cast; ring)
          (by push_cast; ring) h1 (by omega) (by omega) (by intro j _ _; omega)
    · right
      constructor
      · exact consecutive_of_quarters hS m (m + 3) rfl (by push_cast; ring) hm h1
          (by omega) (by intro j _ _; omega)
      · exact consecutive_of_quarters hS (m + 3) (m + 4) (by push_cast; ring)
          (by push_cast; ring) h1 (by omega) (by omega) (by intro j _ _; omega)
  · have hS := layers_mixed hc hmix
    obtain ⟨m, rfl, hm⟩ := (hS t).1 ht
    rw [Int.odd_iff] at hs
    exact consecutive_of_quarters hS m (m + 1) rfl (by push_cast; ring) hm
      (by omega) (by omega) (by intro j _ _; omega)
  · rw [Int.even_iff] at hs
    have hS := layers_mixed hc (by simp only [Int.odd_iff]; omega)
    obtain ⟨m, rfl, hm⟩ := (hS t).1 ht
    exact consecutive_of_quarters hS m (m + 2) rfl (by push_cast; ring) hm
      (by omega) (by omega) (by intro j _ _; omega)
```

## (j) Layers shared by both sublattices

For coprime indices, show that an fcc site and a displaced site can have equal height exactly when $s$ is even.

**Solution.** Equality means $2N=2N'+s$, with $N'$ belonging to the second site, so $s$ is even. Conversely, if $s=2r$, (e) gives an fcc site with $N=r$, at the height $s/4$ of the displaced origin.

```lean
/-- For coprime (hkl), some layer contains atoms of both sublattices exactly when
h + k + l is even. -/
theorem shared_layer_iff (hc : Int.gcd (Int.gcd h k) l = 1) :
    (∃ x ∈ fcc, ∃ y ∈ fcc, height h k l x = height h k l (y + basisShift)) ↔
      Even (h + k + l) := by
  constructor
  · rintro ⟨_, ⟨a, b, c, _, rfl⟩, _, ⟨a', b', c', _, rfl⟩, he⟩
    rw [height_fcc, height_shift] at he
    have h3 := Int.cast_injective ((div_left_inj' (by norm_num : (4 : ℝ) ≠ 0)).1 he)
    exact ⟨(h * a + k * b + l * c) - (h * a' + k * b' + l * c'),
      by linear_combination -h3⟩
  · rintro ⟨r, hr⟩
    obtain ⟨a, b, c, he, hv⟩ :=
      exists_even_sum hc (by simp only [Int.odd_iff]; omega) r
    refine ⟨_, ⟨a, b, c, he, rfl⟩, _, ⟨0, 0, 0, by simp, rfl⟩, ?_⟩
    rw [height_fcc, height_shift]
    have h4 : 2 * (h * a + k * b + l * c) = 2 * (h * 0 + k * 0 + l * 0) + (h + k + l) := by
      linear_combination 2 * hv - hr
    rw [h4]
```

## (k) The (111) double layer

Show that the layers following $0$ are $3/4$ and then $1$.

**Solution.** Here $s=3$, so (f) allows $m\equiv0,3\pmod4$: from $0$ the next values are $3$ and $4$. The close pair is at $3/4$ and $1$.

```lean
/-- The (111) double layer: the layer at height 0 is followed by one at 3/4,
and the next one after that is at 1. -/
theorem double_layer_111 :
    Consecutive (layers 1 1 1) 0 (3 / 4) ∧ Consecutive (layers 1 1 1) (3 / 4) 1 := by
  have hS := layers_all_odd (h := 1) (k := 1) (l := 1) (by norm_num)
    ⟨odd_one, odd_one, odd_one⟩
  constructor
  · exact consecutive_of_quarters hS 0 3 (by norm_num) (by norm_num)
      (by omega) (by omega) (by omega) (by intro j _ _; omega)
  · exact consecutive_of_quarters hS 3 4 (by norm_num) (by norm_num)
      (by omega) (by omega) (by omega) (by intro j _ _; omega)

end DiamondLayers
```

```lean
#print axioms DiamondLayers.diamond_layer_gaps
-- 'DiamondLayers.diamond_layer_gaps' depends on axioms: [propext, Classical.choice, Quot.sound]
#print axioms DiamondLayers.shared_layer_iff
-- 'DiamondLayers.shared_layer_iff' depends on axioms: [propext, Classical.choice, Quot.sound]
#print axioms DiamondLayers.double_layer_111
-- 'DiamondLayers.double_layer_111' depends on axioms: [propext, Classical.choice, Quot.sound]
```
